# Curvature of the flat-band pairing energy from the average quantum metric at fixed mean-field parameters

Electrons in a perfectly flat band have zero group velocity, yet an attraction can still pair them. Can such pairs carry a supercurrent? A first step towards an answer is to give every pair a momentum \(2q\) and ask how much the energy rises. In the one-band mean-field model below, with momentum varied along one direction and with gap and chemical potential held fixed as \(q\) varies, the rise is governed by how the Bloch states change with momentum.

## Energy of a moving condensate

```lean
import Mathlib

open Filter Topology

namespace FlatBandSuperfluidWeight

noncomputable section

variable {H : Type*} [NormedAddCommGroup H] [InnerProductSpace ℂ H]
```

The Bloch states live in `H`, any complex inner product space, such as \(\mathbb C^n\). Lean's inner product is conjugate-linear in its first slot.

```lean
/-- The amplitude `⟨v(k+q), w(k-q)⟩` between two families of states at oppositely shifted
momenta. -/
def amp (v w : ℝ → H) (k q : ℝ) : ℂ := inner ℂ (v (k + q)) (w (k - q))
```

For two families of states, `amp v w k q` is \(\langle v(k+q),w(k-q)\rangle\).

```lean
/-- The squared overlap `|⟨u(k+q), u(k-q)⟩|²` of the Bloch states at two oppositely shifted momenta.
-/
def overlap (u : ℝ → H) (k q : ℝ) : ℝ := ‖amp u u k q‖ ^ 2
```

With both families equal to \(u\), the squared modulus is \(P_k(q)=|\langle u(k+q),u(k-q)\rangle|^2\). Time-reversal symmetry is built in here: the partner of \(u(k+q)\) is the time-reversed copy of \(u(k-q)\).

```lean
/-- The quantum metric `‖u'‖² - |⟨u, u'⟩|²` of a normalized family of Bloch states. -/
def quantumMetric (u : ℝ → H) (k : ℝ) : ℝ :=
  ‖deriv u k‖ ^ 2 - ‖inner ℂ (u k) (deriv u k)‖ ^ 2
```

This is the quantum metric \(g(k)=\|u'(k)\|^2-|\langle u(k),u'(k)\rangle|^2\), where `deriv u` is \(u'\).

```lean
/-- The quasiparticle energy of a flat band at distance `ξ` from the chemical potential, with gap
`Δ` multiplied by the overlap modulus `|⟨u(k+q), u(k-q)⟩|`. -/
def pairEnergy (ξ Δ : ℝ) (u : ℝ → H) (k q : ℝ) : ℝ := √(ξ ^ 2 + Δ ^ 2 * overlap u k q)
```

The quasiparticle energy is \(E_k(q)=\sqrt{\xi^2+\Delta^2P_k(q)}\), where \(\xi\) is the band energy measured from the chemical potential and \(\Delta\) a real, uniform gap.

```lean
/-- The average of `f` over a nonempty finite set of momenta. -/
def kAverage (s : Finset ℝ) (f : ℝ → ℝ) : ℝ := (∑ k ∈ s, f k) / (s.card : ℝ)
```

Momenta are real numbers, averaged over a finite set \(s\).

```lean
/-- The energy `F(q)`: minus the average quasiparticle energy over a nonempty finite set of
momenta. -/
def condensateEnergy (s : Finset ℝ) (u : ℝ → H) (ξ Δ q : ℝ) : ℝ :=
  -kAverage s (fun k => pairEnergy ξ Δ u k q)
```

Thus \(F(q)=-\frac1{|s|}\sum_{k\in s}E_k(q)\). Terms of the mean-field energy that are constant in \(q\) are omitted.

## Gap and filling

```lean
/-- The gap and filling equations of a flat band at zero temperature, for nonzero quasiparticle
energy `√(ξ² + Δ²)`. -/
structure MeanField (U ν ξ Δ : ℝ) : Prop where
  gap : U / (2 * √(ξ ^ 2 + Δ ^ 2)) = 1
  filling : ν = (1 - ξ / √(ξ ^ 2 + Δ ^ 2)) / 2
```

With \(E=\sqrt{\xi^2+\Delta^2}\), these conditions are \(U/(2E)=1\) and \(\nu=(1-\xi/E)/2\). They are postulated: the first is the zero-temperature self-consistency condition for a nonzero gap, after a common factor \(\Delta\) is cancelled, with an effective attraction \(U\); the second fixes the filling \(\nu\) per spin.

```lean
/-- The mean-field equations say that the attraction `U` is positive, the quasiparticle energy
is `U/2`, and the filling is `1/2 - ξ/U`. -/
theorem meanField_iff_reduced {U ν ξ Δ : ℝ} :
    MeanField U ν ξ Δ ↔ 0 < U ∧ √(ξ ^ 2 + Δ ^ 2) = U / 2 ∧ ν = 1 / 2 - ξ / U := by
  constructor
  · rintro ⟨hg, hf⟩
    have hne : √(ξ ^ 2 + Δ ^ 2) ≠ 0 := by
      intro h0
      rw [h0] at hg
      simp at hg
    have hpos : 0 < √(ξ ^ 2 + Δ ^ 2) := lt_of_le_of_ne (Real.sqrt_nonneg _) hne.symm
    have hU : U = 1 * (2 * √(ξ ^ 2 + Δ ^ 2)) := (div_eq_iff (by positivity)).1 hg
    refine ⟨by linarith, by linarith, ?_⟩
    rw [hf, hU]
    ring
  · rintro ⟨hU, hE, hν⟩
    constructor
    · rw [hE, show 2 * (U / 2) = U by ring, div_self hU.ne']
    · rw [hν, hE]
      ring
```

The gap equation gives \(E=U/2>0\), and the filling equation becomes \(\nu=\frac12-\xi/U\). The two halves of the proof are the two directions of `↔`.

```lean
/-- For attraction `U > 0` the mean-field equations are solved exactly by
`ξ = U(1/2 - ν)` and `Δ² = U²ν(1-ν)`. -/
theorem meanField_iff_solution {U ν ξ Δ : ℝ} (hU : 0 < U) :
    MeanField U ν ξ Δ ↔ ξ = U * (1 / 2 - ν) ∧ Δ ^ 2 = U ^ 2 * ν * (1 - ν) := by
  rw [meanField_iff_reduced]
  constructor
  · rintro ⟨_, hE, hν⟩
    have hs : ξ ^ 2 + Δ ^ 2 = (U / 2) ^ 2 := by
      rw [← hE, Real.sq_sqrt (by positivity)]
    have hc : ξ / U * U = ξ := div_mul_cancel₀ ξ hU.ne'
    have hx : ξ = U * (1 / 2 - ν) := by
      rw [hν]
      linear_combination -hc
    refine ⟨hx, ?_⟩
    rw [hx] at hs
    linear_combination hs
  · rintro ⟨hx, hΔ⟩
    refine ⟨hU, ?_, ?_⟩
    · rw [show ξ ^ 2 + Δ ^ 2 = (U / 2) ^ 2 by rw [hx, hΔ]; ring,
        Real.sqrt_sq (by positivity)]
    · rw [hx, mul_div_cancel_left₀ _ hU.ne']
      ring
```

Solving for \(\xi\) and then for \(\Delta^2\),

\[
\xi=U\left(\tfrac12-\nu\right),\qquad
\Delta^2=\frac{U^2}{4}-\xi^2=U^2\nu(1-\nu).
\]

`linear_combination` checks this algebra.

## From overlap to curvature

```lean
/-- Product rule for the amplitude between differentiable families at oppositely shifted
momenta. -/
theorem amp_hasDerivAt {v w : ℝ → H} (hv : Differentiable ℝ v) (hw : Differentiable ℝ w)
    (k q : ℝ) :
    HasDerivAt (amp v w k) (amp (deriv v) w k q - amp v (deriv w) k q) q := by
  have a := (hv (k + q)).hasDerivAt.comp_const_add k q
  have b := (hw (k - q)).hasDerivAt.comp_const_sub k q
  refine (a.inner ℂ b).congr_deriv ?_
  simp only [amp, inner_neg_right]
  ring
```

This is the product rule; the minus sign comes from \(k-q\). It is stated for two families so that it can be applied again to \(u'\).

```lean
/-- For `C²` normalized Bloch states the squared overlap is differentiable in `q`, with slope
zero and second derivative `-8` times the quantum metric at `q = 0`. -/
theorem overlap_derivatives {u : ℝ → H} (hu : ContDiff ℝ 2 u) (hn : ∀ k, ‖u k‖ = 1) (k : ℝ) :
    Differentiable ℝ (overlap u k) ∧ deriv (overlap u k) 0 = 0 ∧
      HasDerivAt (deriv (overlap u k)) (-8 * quantumMetric u k) 0 := by
  have d0 : Differentiable ℝ u := hu.differentiable (by norm_num)
  have d1 : Differentiable ℝ (deriv u) :=
    (contDiff_succ_iff_deriv.1
      (show ContDiff ℝ (1 + 1) u by rwa [one_add_one_eq_two])).2.2.differentiable (by norm_num)
  have hnn : ∀ x, inner ℂ (u x) (u x) = (1 : ℂ) := by
    intro x
    rw [inner_self_eq_norm_sq_to_K, hn]
    simp
  -- first and second derivative of the normalization
  have h1 : ∀ x, inner ℂ (u x) (deriv u x) + inner ℂ (deriv u x) (u x) = (0 : ℂ) := by
    intro x
    have h := (d0 x).hasDerivAt.inner ℂ (d0 x).hasDerivAt
    simp only [hnn] at h
    exact h.unique (hasDerivAt_const x (1 : ℂ))
  have h2 := ((d0 k).hasDerivAt.inner ℂ (d1 k).hasDerivAt).fun_add
    ((d1 k).hasDerivAt.inner ℂ (d0 k).hasDerivAt)
  simp only [h1] at h2
  have h3 := h2.unique (hasDerivAt_const k (0 : ℂ))
  -- values at q = 0
  have e0 : amp u u k 0 = 1 := by
    simp only [amp, add_zero, sub_zero, hnn]
  have e1 : amp (deriv u) u k 0 - amp u (deriv u) k 0
      = -2 * inner ℂ (u k) (deriv u k) := by
    simp only [amp, add_zero, sub_zero]
    linear_combination h1 k
  have e2 : amp (deriv (deriv u)) u k 0 - amp (deriv u) (deriv u) k 0
      - (amp (deriv u) (deriv u) k 0 - amp u (deriv (deriv u)) k 0)
      = -4 * inner ℂ (deriv u k) (deriv u k) := by
    simp only [amp, add_zero, sub_zero]
    linear_combination h3
  have i1 : ∀ z : ℂ, inner ℝ (1 : ℂ) z = z.re := by
    intro z
    simp [Complex.inner]
  have hk : (inner ℂ (deriv u k) (deriv u k) : ℂ).re = ‖deriv u k‖ ^ 2 :=
    inner_self_eq_norm_sq (𝕜 := ℂ) _
  have r1 : ∀ z : ℂ, (-4 * z).re = -4 * z.re := by
    intro z
    simp
  have n1 : ∀ z : ℂ, ‖-2 * z‖ ^ 2 = 4 * ‖z‖ ^ 2 := by
    intro z
    rw [norm_mul, show ‖(-2 : ℂ)‖ = 2 by simp]
    ring
  have hP : ∀ q, HasDerivAt (overlap u k)
      (2 * inner ℝ (amp u u k q) (amp (deriv u) u k q - amp u (deriv u) k q)) q :=
    fun q => (amp_hasDerivAt d0 d0 k q).norm_sq
  have hd : deriv (overlap u k) = fun q =>
      2 * inner ℝ (amp u u k q) (amp (deriv u) u k q - amp u (deriv u) k q) :=
    funext fun q => (hP q).deriv
  refine ⟨fun q => (hP q).differentiableAt, ?_, ?_⟩
  · have hre := congrArg Complex.re (h1 k)
    have hsym : (inner ℂ (deriv u k) (u k) : ℂ).re = (inner ℂ (u k) (deriv u k) : ℂ).re := by
      rw [← inner_conj_symm, Complex.conj_re]
    rw [Complex.add_re, hsym, Complex.zero_re] at hre
    have hz : (-2 * inner ℂ (u k) (deriv u k) : ℂ).re
        = -2 * (inner ℂ (u k) (deriv u k) : ℂ).re := by simp
    simp only [hd, e0, e1, i1, hz]
    linarith
  · rw [hd]
    have hs := (amp_hasDerivAt d1 d0 k 0).fun_sub (amp_hasDerivAt d0 d1 k 0)
    refine (((amp_hasDerivAt d0 d0 k 0).inner ℝ hs).const_mul 2).congr_deriv ?_
    simp only [e0, e1, e2, i1, real_inner_self_eq_norm_sq, n1, r1, hk, quantumMetric]
    ring
```

Write \(A(q)=\langle u(k+q),u(k-q)\rangle\), so \(A(0)=1\). Differentiating \(\langle u,u\rangle=1\) once and twice gives `h1` and `h3`:

\[
\langle u,u'\rangle+\langle u',u\rangle=0,\qquad
\langle u'',u\rangle+2\langle u',u'\rangle+\langle u,u''\rangle=0.
\]

Hence, in `e1` and `e2`,

\[
\begin{aligned}
A'(0)&=\langle u',u\rangle-\langle u,u'\rangle=-2\langle u,u'\rangle,\\
A''(0)&=\langle u'',u\rangle-2\langle u',u'\rangle+\langle u,u''\rangle=-4\|u'\|^2.
\end{aligned}
\]

The first is purely imaginary, so \(P_k'(0)=2\,\mathrm{Re}\,A'(0)=0\). Then

\[
P_k''(0)=2|A'(0)|^2+2\,\mathrm{Re}\,A''(0)=-8g(k).
\]

In Lean, `HasDerivAt f a x` says that \(f\) is differentiable at \(x\) with derivative \(a\); applied to `deriv f`, it expresses a second derivative.

```lean
/-- For `C²` normalized Bloch states and `ξ² + Δ² = E²` with `E > 0`, the quasiparticle energy is
`E` at `q = 0`, is differentiable nearby, and has slope zero and second derivative `-4Δ²/E` times
the quantum metric at `q = 0`. -/
theorem pairEnergy_derivatives {u : ℝ → H} (hu : ContDiff ℝ 2 u) (hn : ∀ k, ‖u k‖ = 1)
    {ξ Δ E : ℝ} (hE : 0 < E) (h : ξ ^ 2 + Δ ^ 2 = E ^ 2) (k : ℝ) :
    pairEnergy ξ Δ u k 0 = E ∧
      (∀ᶠ q in 𝓝 0, DifferentiableAt ℝ (pairEnergy ξ Δ u k) q) ∧
      deriv (pairEnergy ξ Δ u k) 0 = 0 ∧
      HasDerivAt (deriv (pairEnergy ξ Δ u k)) (-4 * Δ ^ 2 * quantumMetric u k / E) 0 := by
  obtain ⟨dP, p1, p2⟩ := overlap_derivatives hu hn k
  have p0 : overlap u k 0 = 1 := by
    simp only [overlap, amp, add_zero, sub_zero]
    rw [inner_self_eq_norm_sq_to_K, hn]
    simp
  have h0 : ξ ^ 2 + Δ ^ 2 * overlap u k 0 = E ^ 2 := by rw [p0, mul_one, h]
  have e0 : pairEnergy ξ Δ u k 0 = E := by rw [pairEnergy, h0, Real.sqrt_sq hE.le]
  have hp : 0 < ξ ^ 2 + Δ ^ 2 * overlap u k 0 := by rw [h0]; positivity
  -- the radicand stays positive near q = 0
  have hc : ContinuousAt (fun q => ξ ^ 2 + Δ ^ 2 * overlap u k q) 0 :=
    (continuous_const.add (continuous_const.mul dP.continuous)).continuousAt
  have hpos : ∀ᶠ q in 𝓝 0, 0 < ξ ^ 2 + Δ ^ 2 * overlap u k q :=
    hc.eventually (lt_mem_nhds hp)
  have hD : ∀ q, 0 < ξ ^ 2 + Δ ^ 2 * overlap u k q → HasDerivAt (pairEnergy ξ Δ u k)
      (Δ ^ 2 * deriv (overlap u k) q / (2 * pairEnergy ξ Δ u k q)) q :=
    fun q hq => (((dP q).hasDerivAt.const_mul (Δ ^ 2)).const_add (ξ ^ 2)).sqrt hq.ne'
  have heq : deriv (pairEnergy ξ Δ u k) =ᶠ[𝓝 0]
      fun q => Δ ^ 2 * deriv (overlap u k) q / (2 * pairEnergy ξ Δ u k q) :=
    hpos.mono fun q hq => (hD q hq).deriv
  have hne : 2 * pairEnergy ξ Δ u k 0 ≠ 0 := by rw [e0]; positivity
  refine ⟨e0, hpos.mono fun q hq => (hD q hq).differentiableAt, ?_, ?_⟩
  · rw [(hD 0 hp).deriv, p1, mul_zero, zero_div]
  · refine HasDerivAt.congr_of_eventuallyEq ?_ heq
    refine ((p2.const_mul (Δ ^ 2)).fun_div ((hD 0 hp).const_mul 2) hne).congr_deriv ?_
    simp only [p1, e0, mul_zero, zero_div, sub_zero]
    rw [div_eq_div_iff (by positivity) hE.ne']
    ring
```

Since \(E_k(0)=E>0\), continuity keeps the radicand positive near \(q=0\), which is what `∀ᶠ q in 𝓝 0` expresses. There the chain rule gives \(E_k'=\Delta^2P_k'/(2E_k)\), so \(E_k'(0)=0\). In the quotient rule the term containing \(P_k'(0)\) vanishes, leaving

\[
E_k''(0)=\frac{\Delta^2P_k''(0)}{2E}=-\frac{4\Delta^2g(k)}{E}.
\]

```lean
/-- For `C²` normalized Bloch states, a nonempty finite set of momenta and a mean-field solution,
`F(0) = -U/2`, `F'(0) = 0`, and `F''(0)` is `8Uν(1-ν)` times the average quantum metric. -/
theorem superfluid_weight {u : ℝ → H} (hu : ContDiff ℝ 2 u) (hn : ∀ k, ‖u k‖ = 1)
    {s : Finset ℝ} (hs : s.Nonempty) {U ν ξ Δ : ℝ} (h : MeanField U ν ξ Δ) :
    condensateEnergy s u ξ Δ 0 = -U / 2 ∧
      HasDerivAt (condensateEnergy s u ξ Δ) 0 0 ∧
      HasDerivAt (deriv (condensateEnergy s u ξ Δ))
        (8 * U * ν * (1 - ν) * kAverage s (quantumMetric u)) 0 := by
  obtain ⟨hU, hE, _⟩ := meanField_iff_reduced.1 h
  obtain ⟨_, hΔ⟩ := (meanField_iff_solution hU).1 h
  have hE2 : ξ ^ 2 + Δ ^ 2 = (U / 2) ^ 2 := by
    rw [← hE, Real.sq_sqrt (by positivity)]
  have key := fun k => pairEnergy_derivatives hu hn (half_pos hU) hE2 k
  have k0 : ∀ k, pairEnergy ξ Δ u k 0 = U / 2 := fun k => (key k).1
  have k1 : ∀ k, deriv (pairEnergy ξ Δ u k) 0 = 0 := fun k => (key k).2.2.1
  have hcard : (s.card : ℝ) ≠ 0 := Nat.cast_ne_zero.2 hs.card_pos.ne'
  -- differentiate the average term by term
  have hF : ∀ q, (∀ k ∈ s, DifferentiableAt ℝ (pairEnergy ξ Δ u k) q) →
      HasDerivAt (condensateEnergy s u ξ Δ)
        (-((∑ k ∈ s, deriv (pairEnergy ξ Δ u k) q) / (s.card : ℝ))) q :=
    fun q hq =>
      ((HasDerivAt.fun_sum fun k hk => (hq k hk).hasDerivAt).div_const (s.card : ℝ)).fun_neg
  refine ⟨?_, ?_, ?_⟩
  · simp only [condensateEnergy, kAverage, k0, Finset.sum_const, nsmul_eq_mul]
    rw [mul_div_cancel_left₀ _ hcard]
    ring
  · exact (hF 0 fun k _ => (key k).2.1.self_of_nhds).congr_deriv (by simp [k1])
  · have heq : deriv (condensateEnergy s u ξ Δ) =ᶠ[𝓝 0]
        fun q => -((∑ k ∈ s, deriv (pairEnergy ξ Δ u k) q) / (s.card : ℝ)) :=
      ((Filter.eventually_all_finset s).2 fun k _ => (key k).2.1).mono
        fun q hq => (hF q hq).deriv
    have h2 : HasDerivAt
        (fun q => -((∑ k ∈ s, deriv (pairEnergy ξ Δ u k) q) / (s.card : ℝ)))
        (-((∑ k ∈ s, -4 * Δ ^ 2 * quantumMetric u k / (U / 2)) / (s.card : ℝ))) 0 :=
      ((HasDerivAt.fun_sum fun k _ => (key k).2.2.2).div_const (s.card : ℝ)).fun_neg
    -- insert the mean-field value of Δ²
    have c : ∀ k, -4 * Δ ^ 2 * quantumMetric u k / (U / 2)
        = -(8 * U * ν * (1 - ν)) * quantumMetric u k := by
      intro k
      rw [div_eq_iff (by positivity), hΔ]
      ring
    refine (h2.congr_of_eventuallyEq heq).congr_deriv ?_
    simp only [c, ← Finset.mul_sum, kAverage]
    ring
```

The hypotheses are a twice continuously differentiable, normalized \(u\), a nonempty \(s\) and a mean-field solution. Differentiating the finite sum term by term and inserting \(E=U/2\) and \(\Delta^2=U^2\nu(1-\nu)\) gives

\[
F(0)=-\frac U2,\qquad F'(0)=0,\qquad
F''(0)=8U\nu(1-\nu)\,\frac1{|s|}\sum_{k\in s}g(k).
\]

Despite the theorem's name, this is only the curvature at fixed \(\Delta\) and \(\xi\) in a one-band model. The superfluid weight also carries charge and volume factors, and in general it includes the response of the gap to \(q\) and the coupling to other bands; none of these is treated here.

```lean
/-- The quantum metric of normalized Bloch states is nonnegative. -/
theorem quantumMetric_nonneg {u : ℝ → H} (hn : ∀ k, ‖u k‖ = 1) (k : ℝ) :
    0 ≤ quantumMetric u k := by
  have h := norm_inner_le_norm (𝕜 := ℂ) (u k) (deriv u k)
  rw [hn, one_mul] at h
  exact sub_nonneg.2 (pow_le_pow_left₀ (norm_nonneg _) h 2)
```

Cauchy–Schwarz with \(\|u\|=1\) gives \(|\langle u,u'\rangle|\le\|u'\|\); squaring yields \(g\ge0\).

```lean
/-- For `C²` normalized Bloch states and a mean-field solution with `0 < ν < 1`, the second
derivative `F''(0)` is positive as soon as the quantum metric is positive at one momentum of
the set. -/
theorem superfluid_weight_pos {u : ℝ → H} (hu : ContDiff ℝ 2 u) (hn : ∀ k, ‖u k‖ = 1)
    {s : Finset ℝ} {U ν ξ Δ : ℝ} (h : MeanField U ν ξ Δ) (hν0 : 0 < ν) (hν1 : ν < 1)
    {p : ℝ} (hp : p ∈ s) (hg : 0 < quantumMetric u p) :
    0 < deriv (deriv (condensateEnergy s u ξ Δ)) 0 := by
  have hs : s.Nonempty := ⟨p, hp⟩
  have hU : 0 < U := (meanField_iff_reduced.1 h).1
  rw [(superfluid_weight hu hn hs h).2.2.deriv]
  have hsum : 0 < ∑ k ∈ s, quantumMetric u k :=
    Finset.sum_pos' (fun k _ => quantumMetric_nonneg hn k) ⟨p, hp, hg⟩
  exact mul_pos (mul_pos (by positivity) (sub_pos.2 hν1))
    (div_pos hsum (Nat.cast_pos.2 hs.card_pos))

end

end FlatBandSuperfluidWeight
```

For a partly filled band, \(0<\nu<1\), the prefactor is positive. One momentum `p` in \(s\) with \(g(p)>0\) then makes the average positive, since no other term is negative. So at fixed gap the energy rises as \(q\) moves away from zero, although the dispersion contributes nothing. Despite its name, `superfluid_weight_pos` does not show that a supercurrent can flow. Take disconnected two-site cells with \(u(k)=(1,e^{ik})/\sqrt2\): no current can pass between the cells, yet \(g=\frac14\). The rise there comes from holding the gap equal on both sites; if the relative phase of the gap may follow \(q\), the rise disappears. If \(u\) changes only by a phase, as it must when `H` is one-dimensional, \(g=0\) and the curvature vanishes.

```lean
#print axioms FlatBandSuperfluidWeight.meanField_iff_reduced
#print axioms FlatBandSuperfluidWeight.superfluid_weight_pos
```

```
'FlatBandSuperfluidWeight.meanField_iff_reduced' depends on axioms: [propext, Classical.choice, Quot.sound]
'FlatBandSuperfluidWeight.superfluid_weight_pos' depends on axioms: [propext, Classical.choice, Quot.sound]
```
